# Aitken's dynamic relaxation is exact on an eigenvector residual

A fixed-point problem $x = F(x)$ solved by linear mixing, $x \mapsto x + a\,r(x)$ with $r(x) = F(x) - x$, depends on the choice of $a$. If $F(x) = Jx + b$ and the residual lies along an eigenvector of $J$ with eigenvalue $l$, each step multiplies the residual by $1 - a(1-l)$. For $l = 0.99$ and $a = 1$ the factor is $0.99$, and for $l = -2$ and $a = 1$ it is $-2$, so the residual doubles in length. For $l \ne 1$ the choice $a = 1/(1-l)$ would remove the residual in one step, but $l$ is usually unknown. Aitken's dynamic relaxation computes the next factor from the previous factor and two successive residuals. In this situation, if the previous factor and the first residual are nonzero, it returns exactly $1/(1-l)$.

The statement usually attached to Aitken's name, that the $\Delta^2$ transform of a linearly convergent sequence converges faster than the sequence, is a limit statement and is not what is proved; the theorems concern one or two steps. In a self-consistent-field calculation $x$ is a density or potential and $F$ is nonlinear, so the affine map is a model of its linearisation near a solution, with the remainder dropped.

## The model

$E$ is any real inner-product space, and `⟪u, v⟫_ℝ` is $\langle u, v\rangle$. Neither finite dimension nor completeness is assumed.

```lean
import Mathlib

open scoped InnerProductSpace

namespace AitkenRelaxation

noncomputable section

variable {E : Type*} [NormedAddCommGroup E] [InnerProductSpace ℝ E]
```

The map is $F(x) = Jx + b$ with $J$ linear. It need not be symmetric, bounded or contracting.

```lean
/-- The affine fixed-point map `F(x) = J x + b`. -/
def scfMap (J : E →ₗ[ℝ] E) (b : E) (x : E) : E := J x + b
```

The residual $r(x) = F(x) - x$ and the relaxed step $x + a\,r(x)$ are defined for an arbitrary map $F$.

```lean
/-- The residual `r(x) = F(x) - x` of a fixed-point map. -/
def resid (F : E → E) (x : E) : E := F x - x

/-- One relaxed (linear mixing) step `x + a r(x)`. -/
def relax (F : E → E) (a : ℝ) (x : E) : E := x + a • resid F x
```

From the previous factor $a$ and two residuals, the new factor is
$$a' = -a\,\frac{\langle r_0,\, r_1 - r_0\rangle}{\|r_1 - r_0\|^2}.$$
Lean evaluates a division by zero to $0$, so `r₁ - r₀ ≠ 0` is made part of the conclusion of `aitken_eq_affine`, `aitken_exact` and the final counter-example.

```lean
/-- Aitken's dynamic relaxation factor `a' = -a ⟨r₀, r₁ - r₀⟩ / ‖r₁ - r₀‖²`, built from the
previous factor `a` and two successive residuals. -/
def aitken (a : ℝ) (r₀ r₁ : E) : ℝ := -a * ⟪r₀, r₁ - r₀⟫_ℝ / ‖r₁ - r₀‖ ^ 2
```

`Function.IsFixedPt F x` means $F(x) = x$, which is $r(x) = 0$.

```lean
omit [InnerProductSpace ℝ E] in
/-- The residual vanishes exactly at the fixed points. -/
theorem resid_eq_zero_iff (F : E → E) (x : E) :
    resid F x = 0 ↔ Function.IsFixedPt F x := by
  unfold resid Function.IsFixedPt
  exact sub_eq_zero
```

## The residual after one step

For any vector $r$,
$$r(x + a r) = Jx + aJr + b - x - a r = r(x) + a\,(Jr - r).$$
The proof expands $J$ by `map_add` and `map_smul`, collects terms with `module`, and then takes $r = r(x)$.

```lean
/-- For an affine map a relaxed step changes the residual `r` into `r + a (J r - r)`. -/
theorem resid_relax (J : E →ₗ[ℝ] E) (b x : E) (a : ℝ) :
    resid (scfMap J b) (relax (scfMap J b) a x)
      = resid (scfMap J b) x + a • (J (resid (scfMap J b) x) - resid (scfMap J b) x) := by
  have h : ∀ r : E, resid (scfMap J b) (x + a • r) = resid (scfMap J b) x + a • (J r - r) := by
    intro r
    simp only [resid, scfMap, map_add, map_smul]
    module
  exact h _
```

If $Jr = l\,r$ for the current residual, then $r + a(l-1)r = \bigl(1 - a(1-l)\bigr) r$, the amplification factor used above.

```lean
/-- If `J r = l r` for the current residual `r`, a relaxed step multiplies the residual by
`1 - a (1 - l)`. -/
theorem resid_relax_eigen (J : E →ₗ[ℝ] E) (b x : E) (a l : ℝ)
    (hJ : J (resid (scfMap J b) x) = l • resid (scfMap J b) x) :
    resid (scfMap J b) (relax (scfMap J b) a x) = (1 - a * (1 - l)) • resid (scfMap J b) x := by
  rw [resid_relax, hJ]
  module
```

## The factor does not depend on $a$

Let $r_0 = r(x_0)$, $x_1 = x_0 + a r_0$, $r_1 = r(x_1)$; these are the hypotheses `hr₀`, `hx₁`, `hr₁` in the theorems that follow. Write $d = r_0 - Jr_0$. The step formula gives $r_1 - r_0 = -a\,d$ (`hdiff`), which is nonzero when $a \ne 0$ and $Jr_0 \ne r_0$. Then
$$a' = \frac{-a\,\langle r_0, -a d\rangle}{\|{-a d}\|^2} = \frac{a^2\langle r_0, d\rangle}{a^2\|d\|^2} = \frac{\langle r_0, d\rangle}{\|d\|^2}.$$
The scalar is pulled out by `real_inner_smul_right` and `norm_smul`, and `mul_div_mul_left` cancels $a^2$.

```lean
/-- For an affine map with `a ≠ 0` and `J r₀ ≠ r₀` the residual difference is nonzero and the
Aitken factor is `⟨r₀, r₀ - J r₀⟩ / ‖r₀ - J r₀‖²`, whatever the value of `a`. -/
theorem aitken_eq_affine (J : E →ₗ[ℝ] E) (b : E) {x₀ x₁ r₀ r₁ : E} {a : ℝ}
    (hr₀ : r₀ = resid (scfMap J b) x₀) (hx₁ : x₁ = relax (scfMap J b) a x₀)
    (hr₁ : r₁ = resid (scfMap J b) x₁) (ha : a ≠ 0) (hd : J r₀ ≠ r₀) :
    r₁ - r₀ ≠ 0 ∧ aitken a r₀ r₁ = ⟪r₀, r₀ - J r₀⟫_ℝ / ‖r₀ - J r₀‖ ^ 2 := by
  -- the residual difference is `-a (1 - J) r₀`
  have hdiff : r₁ - r₀ = (-a) • (r₀ - J r₀) := by
    rw [hr₁, hx₁, resid_relax, ← hr₀]
    module
  have hne : r₀ - J r₀ ≠ 0 := sub_ne_zero.mpr (Ne.symm hd)
  constructor
  · rw [hdiff]
    exact smul_ne_zero (neg_ne_zero.mpr ha) hne
  · -- the factor `a²` cancels between numerator and denominator
    have hsq : ∀ I : ℝ, -a * (-a * I) = (-a) ^ 2 * I := fun I => by ring
    unfold aitken
    rw [hdiff, real_inner_smul_right, norm_smul, mul_pow, Real.norm_eq_abs (-a), sq_abs, hsq,
      mul_div_mul_left _ _ (pow_ne_zero 2 (neg_ne_zero.mpr ha))]
```

This quotient is the optimal step length from $x_0$. Since $r(x_0 + s r_0) = r_0 - s d$ (`hres`),
$$\|r(x_0 + s r_0)\|^2 = \|r_0\|^2 - 2s\langle r_0, d\rangle + s^2\|d\|^2 ,$$
which is `hsq`. Substituting $\langle r_0, d\rangle = a'\|d\|^2$ (`hI`), the value at $t$ minus the value at $a'$ is
$$(t^2 - 2ta' + a'^2)\|d\|^2 = (t - a')^2\|d\|^2,$$
positive for $t \ne a'$ (`hgap`). The theorem says that $a'$ is the strict minimiser along $r_0$ from $x_0$. It makes no such claim for the step along $r_1$ from $x_1$, where dynamic relaxation applies $a'$.

```lean
/-- For an affine map with `a ≠ 0` and `J r₀ ≠ r₀`, the squared residual norm at `x₀ + t r₀`
is strictly smaller for `t = a'` than for any other `t`. -/
theorem aitken_min_residual (J : E →ₗ[ℝ] E) (b : E) {x₀ x₁ r₀ r₁ : E} {a : ℝ}
    (hr₀ : r₀ = resid (scfMap J b) x₀) (hx₁ : x₁ = relax (scfMap J b) a x₀)
    (hr₁ : r₁ = resid (scfMap J b) x₁) (ha : a ≠ 0) (hd : J r₀ ≠ r₀)
    (t : ℝ) (ht : t ≠ aitken a r₀ r₁) :
    ‖resid (scfMap J b) (relax (scfMap J b) (aitken a r₀ r₁) x₀)‖ ^ 2
      < ‖resid (scfMap J b) (relax (scfMap J b) t x₀)‖ ^ 2 := by
  obtain ⟨-, hα⟩ := aitken_eq_affine J b hr₀ hx₁ hr₁ ha hd
  obtain ⟨d, hdd⟩ : ∃ d, d = r₀ - J r₀ := ⟨_, rfl⟩
  rw [← hdd] at hα
  have hne : d ≠ 0 := by
    rw [hdd]
    exact sub_ne_zero.mpr (Ne.symm hd)
  have hpos : 0 < ‖d‖ ^ 2 := pow_pos (norm_pos_iff.mpr hne) 2
  have hres : ∀ s : ℝ, resid (scfMap J b) (relax (scfMap J b) s x₀) = r₀ - s • d := by
    intro s
    rw [resid_relax, ← hr₀, hdd]
    module
  -- the squared residual is a parabola in the step length
  have hsq : ∀ s : ℝ,
      ‖r₀ - s • d‖ ^ 2 = ‖r₀‖ ^ 2 - 2 * (s * ⟪r₀, d⟫_ℝ) + s ^ 2 * ‖d‖ ^ 2 := by
    intro s
    rw [norm_sub_sq_real, real_inner_smul_right, norm_smul, mul_pow, Real.norm_eq_abs s, sq_abs]
  have hI : aitken a r₀ r₁ * ‖d‖ ^ 2 = ⟪r₀, d⟫_ℝ := (eq_div_iff hpos.ne').mp hα
  -- the excess over the vertex is `(t - a')² ‖d‖²`
  have hgap : 0 < (t - aitken a r₀ r₁) ^ 2 * ‖d‖ ^ 2 :=
    mul_pos (lt_of_le_of_ne (sq_nonneg _) (Ne.symm (pow_ne_zero 2 (sub_ne_zero.mpr ht)))) hpos
  rw [hres (aitken a r₀ r₁), hres t, hsq (aitken a r₀ r₁), hsq t, ← hI]
  nlinarith [hgap]
```

## Exactness on an eigenvector

Suppose $r_0 \ne 0$, $Jr_0 = l\,r_0$, $l \ne 1$ and $a \ne 0$. Then $d = (1-l) r_0 \neq 0$ (`hd'`, `hd`), and
$$a' = \frac{(1-l)\|r_0\|^2}{(1-l)^2\|r_0\|^2} = \frac{1}{1-l},$$
the cancellation being `key`. The second residual $r_1 = \bigl(1 - a(1-l)\bigr) r_0$ (`h1`) is a multiple of $r_0$, so $Jr_1 = l\,r_1$ (`hJ1`). Applying `resid_relax_eigen` at $x_1$,
$$r(x_1 + a' r_1) = \bigl(1 - a'(1-l)\bigr) r_1 = 0 .$$

In words, `aitken_exact` states three things: $r_1 \ne r_0$, $a' = 1/(1-l)$, and $x_1 + a' r_1$ is a fixed point of $F$. The eigenvalue $l$ is real and may have $|l| > 1$. That $r_0$ is an exact eigenvector is assumed, and nothing is said about a residual that is only nearly one, nor about uniqueness of the fixed point. If $l = 1$, the residual stays equal to $r_0 \ne 0$ for every step length, so no point on the line is fixed. If $a = 0$ or $r_0 = 0$, then $r_1 = r_0$ and the quotient has no meaning.

```lean
/-- If the first residual is nonzero with `J r₀ = l r₀`, `l ≠ 1`, and `a ≠ 0`, then
`r₁ - r₀ ≠ 0`, the Aitken factor equals `1 / (1 - l)`, and `x₁ + a' r₁` is a fixed point. -/
theorem aitken_exact (J : E →ₗ[ℝ] E) (b : E) {x₀ x₁ r₀ r₁ : E} {a l : ℝ}
    (hr₀ : r₀ = resid (scfMap J b) x₀) (hx₁ : x₁ = relax (scfMap J b) a x₀)
    (hr₁ : r₁ = resid (scfMap J b) x₁) (hne : r₀ ≠ 0) (hJ : J r₀ = l • r₀)
    (hl : l ≠ 1) (ha : a ≠ 0) :
    r₁ - r₀ ≠ 0 ∧ aitken a r₀ r₁ = 1 / (1 - l) ∧
      Function.IsFixedPt (scfMap J b) (relax (scfMap J b) (aitken a r₀ r₁) x₁) := by
  have hl' : 1 - l ≠ 0 := sub_ne_zero.mpr (Ne.symm hl)
  have hd' : r₀ - J r₀ = (1 - l) • r₀ := by
    rw [hJ]
    module
  have hd : J r₀ ≠ r₀ := by
    intro h
    rw [h, sub_self] at hd'
    exact smul_ne_zero hl' hne hd'.symm
  obtain ⟨hdiff, hgen⟩ := aitken_eq_affine J b hr₀ hx₁ hr₁ ha hd
  have key : ∀ m n : ℝ, m ≠ 0 → n ≠ 0 → m * n / (m ^ 2 * n) = 1 / m := by
    intro m n hm hn
    field_simp
  have hα : aitken a r₀ r₁ = 1 / (1 - l) := by
    rw [hgen, hd', real_inner_smul_right, norm_smul, mul_pow, Real.norm_eq_abs (1 - l), sq_abs,
      real_inner_self_eq_norm_sq]
    exact key _ _ hl' (pow_ne_zero 2 (norm_ne_zero_iff.mpr hne))
  refine ⟨hdiff, hα, ?_⟩
  -- the second residual stays parallel to the first
  have h1 : r₁ = (1 - a * (1 - l)) • r₀ := by
    rw [hr₁, hx₁, resid_relax, ← hr₀, hJ]
    module
  have hJ1 : J r₁ = l • r₁ := by
    rw [h1, map_smul, hJ]
    module
  have h2 := resid_relax_eigen J b x₁ (aitken a r₀ r₁) l (by rw [← hr₁]; exact hJ1)
  -- the amplification factor of the Aitken step vanishes
  have h0 : 1 - aitken a r₀ r₁ * (1 - l) = 0 := by
    rw [hα, one_div, inv_mul_cancel₀ hl', sub_self]
  rw [h0, zero_smul] at h2
  exact (resid_eq_zero_iff _ _).mp h2
```

For the step taken from $x_0$, the eigenvector condition is also necessary. Assume $a \ne 0$ and $Jr_0 \ne r_0$, which forces $r_0 \ne 0$. If $x_0 + a' r_0$ is fixed, then $r_0 + a'(Jr_0 - r_0) = 0$. Here $a' \ne 0$, since otherwise $r_0 = 0$ (`hα0`), and solving gives $Jr_0 = (1 - 1/a')\,r_0$, the `calc` block. Conversely, if $Jr_0 = l\,r_0$ then $l \ne 1$, `aitken_exact` gives $a' = 1/(1-l)$, and the amplification factor at $x_0$ vanishes. The equivalence concerns $x_0 + a' r_0$ only, not $x_1 + a' r_1$.

```lean
/-- For an affine map with `a ≠ 0` and `J r₀ ≠ r₀`, the point `x₀ + a' r₀` is a fixed point
if and only if `J r₀ = l r₀` for some real `l`. -/
theorem aitken_restart_fixed_iff (J : E →ₗ[ℝ] E) (b : E) {x₀ x₁ r₀ r₁ : E} {a : ℝ}
    (hr₀ : r₀ = resid (scfMap J b) x₀) (hx₁ : x₁ = relax (scfMap J b) a x₀)
    (hr₁ : r₁ = resid (scfMap J b) x₁) (ha : a ≠ 0) (hd : J r₀ ≠ r₀) :
    Function.IsFixedPt (scfMap J b) (relax (scfMap J b) (aitken a r₀ r₁) x₀)
      ↔ ∃ l : ℝ, J r₀ = l • r₀ := by
  have hne : r₀ ≠ 0 := by
    intro h
    apply hd
    rw [h, map_zero]
  constructor
  · intro h
    obtain ⟨α, hαdef⟩ : ∃ α, α = aitken a r₀ r₁ := ⟨_, rfl⟩
    rw [← hαdef, ← resid_eq_zero_iff, resid_relax, ← hr₀] at h
    have hα0 : α ≠ 0 := by
      intro h0
      rw [h0, zero_smul, add_zero] at h
      exact hne h
    -- solve `r₀ + α (J r₀ - r₀) = 0` for `J r₀`
    have h3 : α • (J r₀ - r₀) = -r₀ := eq_neg_of_add_eq_zero_right h
    refine ⟨1 - α⁻¹, ?_⟩
    calc J r₀ = r₀ + α⁻¹ • α • (J r₀ - r₀) := by
          rw [inv_smul_smul₀ hα0]
          abel
      _ = (1 - α⁻¹) • r₀ := by
          rw [h3]
          module
  · rintro ⟨l, hJ⟩
    have hl : l ≠ 1 := by
      intro h
      apply hd
      rw [hJ, h, one_smul]
    have hl' : 1 - l ≠ 0 := sub_ne_zero.mpr (Ne.symm hl)
    obtain ⟨-, hα, -⟩ := aitken_exact J b hr₀ hx₁ hr₁ hne hJ hl ha
    have h2 := resid_relax_eigen J b x₀ (aitken a r₀ r₁) l (by rw [← hr₀]; exact hJ)
    have h0 : 1 - aitken a r₀ r₁ * (1 - l) = 0 := by
      rw [hα, one_div, inv_mul_cancel₀ hl', sub_self]
    rw [h0, zero_smul] at h2
    exact (resid_eq_zero_iff _ _).mp h2
```

## The scalar case and $\Delta^2$

Take $E = \mathbb{R}$, any function $F$, linear or not, and $a = 1$, so that $x_1 = F(x_0)$ and $x_2 = F(x_1)$. Then $r_0 = x_1 - x_0$, $r_1 = x_2 - x_1$, and $r_1 - r_0 = D = x_2 - 2x_1 + x_0$ (`e`). For $D \ne 0$, $a' = -r_0 D/D^2 = -r_0/D$, and with $r_0 = r_1 - D$,
$$x_1 + a' r_1 = x_1 + r_1 - \frac{r_1^2}{D} = x_2 - \frac{(x_2 - x_1)^2}{x_2 - 2x_1 + x_0}.$$
The proof identifies the inner product with the product (`hin`), eliminates $x_0$ in favour of $D$, and clears denominators. This is an algebraic identity; it does not say that the value is a fixed point of a nonlinear $F$.

```lean
/-- For any scalar map `F`, with `x₁ = F x₀`, `x₂ = F x₁`, `x₂ - 2 x₁ + x₀ ≠ 0` and previous factor `a = 1`, the
dynamically relaxed step from `x₁` is Aitken's Δ² value `x₂ - (x₂ - x₁)² / (x₂ - 2 x₁ + x₀)`. -/
theorem aitken_scalar_delta_sq (F : ℝ → ℝ) {x₀ x₁ x₂ : ℝ} (hx₁ : x₁ = F x₀) (hx₂ : x₂ = F x₁)
    (hden : x₂ - 2 * x₁ + x₀ ≠ 0) :
    relax F (aitken 1 (resid F x₀) (resid F x₁)) x₁
      = x₂ - (x₂ - x₁) ^ 2 / (x₂ - 2 * x₁ + x₀) := by
  have hin : ∀ u v : ℝ, inner ℝ u v = u * v := by
    intro u v
    simp [mul_comm]
  show x₁ + (-1 * inner ℝ (F x₀ - x₀) (F x₁ - x₁ - (F x₀ - x₀))
      / ‖F x₁ - x₁ - (F x₀ - x₀)‖ ^ 2) * (F x₁ - x₁) = _
  -- the residual difference is the second difference of the iterates
  have e : x₂ - x₁ - (x₁ - x₀) = x₂ - 2 * x₁ + x₀ := by ring
  rw [← hx₁, ← hx₂, hin, Real.norm_eq_abs, sq_abs, e]
  obtain ⟨D, hD⟩ : ∃ D, D = x₂ - 2 * x₁ + x₀ := ⟨_, rfl⟩
  rw [← hD] at hden ⊢
  have h0 : x₀ = D - x₂ + 2 * x₁ := by linarith
  rw [h0]
  field_simp
  ring
```

## Two modes in the plane

Take $\mathbb{R}^2$ with the Euclidean inner product, vectors $(u, v)$ written `modeVec u v`, and $J = \mathrm{diag}(1/2, -1/2)$.

```lean
/-- The Euclidean plane. -/
abbrev Plane := EuclideanSpace ℝ (Fin 2)

/-- The plane vector with components `u` and `v`. -/
def modeVec (u v : ℝ) : Plane := !₂[u, v]

/-- The linear map `diag(1/2, -1/2)` on the plane. -/
def twoModeJ : Plane →ₗ[ℝ] Plane where
  toFun v := !₂[v 0 / 2, -(v 1) / 2]
  map_add' u v := by
    ext i
    fin_cases i <;> simp <;> ring
  map_smul' c v := by
    ext i
    fin_cases i <;> simp <;> ring
```

With $b = (1,0)$ and $x_0 = 0$, the first residual is $r_0 = b = (1,0) \ne 0$ and $Jr_0 = \tfrac12 r_0$, so `aitken_exact` applies with $l = 1/2$ for any $a \ne 0$. The last clause, $J(0,1) = -\tfrac12(0,1)$, records a second eigenvalue, so $J$ is not a multiple of the identity.

```lean
/-- For `J = diag(1/2, -1/2)`, `b = (1, 0)` and `x₀ = 0` the first residual is the nonzero
vector `(1, 0)`, which `J` multiplies by `1/2 ≠ 1`, while `J` multiplies `(0, 1)` by `-1/2`. -/
theorem aitken_exact_witness :
    resid (scfMap twoModeJ (modeVec 1 0)) 0 = modeVec 1 0 ∧ modeVec 1 0 ≠ 0 ∧
      twoModeJ (modeVec 1 0) = (1 / 2 : ℝ) • modeVec 1 0 ∧ (1 / 2 : ℝ) ≠ 1 ∧
      twoModeJ (modeVec 0 1) = (-1 / 2 : ℝ) • modeVec 0 1 := by
  refine ⟨by simp [resid, scfMap], ?_, ?_, by norm_num, ?_⟩
  · intro h
    have h0 := congrArg (fun v : Plane => v 0) h
    simp [modeVec] at h0
  · ext i
    fin_cases i <;> simp [twoModeJ, modeVec]
  · ext i
    fin_cases i <;> simp [twoModeJ, modeVec]
```

With $b = (1,1)$, $x_0 = 0$ and $a = 1$, the residual $r_0 = (1,1)$ contains both modes. Then $x_1 = (1,1)$, $r_1 = Jr_0 = (\tfrac12, -\tfrac12) \ne r_0$, and each component has its own amplification factor:
$$r(x_1 + t r_1) = \Bigl(\tfrac12\bigl(1 - \tfrac{t}{2}\bigr),\; -\tfrac12\bigl(1 - \tfrac{3t}{2}\bigr)\Bigr).$$
The first component vanishes only at $t = 2$ and the second only at $t = 2/3$. The step `key` takes both components of the vector equation, and `linarith` finds the two conditions on $t$ incompatible. The theorem states the case $t = a'$: the denominator is nonzero and $x_1 + a' r_1$ is not a fixed point, so the eigenvector hypothesis of `aitken_exact` cannot be dropped.

```lean
/-- For `J = diag(1/2, -1/2)`, `b = (1, 1)`, `x₀ = 0` and `a = 1` the residual difference is
nonzero and `x₁ + a' r₁` is not a fixed point. -/
theorem aitken_not_exact_two_modes {x₁ r₀ r₁ : Plane}
    (hr₀ : r₀ = resid (scfMap twoModeJ (modeVec 1 1)) 0)
    (hx₁ : x₁ = relax (scfMap twoModeJ (modeVec 1 1)) 1 0)
    (hr₁ : r₁ = resid (scfMap twoModeJ (modeVec 1 1)) x₁) :
    r₁ - r₀ ≠ 0 ∧ ¬ Function.IsFixedPt (scfMap twoModeJ (modeVec 1 1))
      (relax (scfMap twoModeJ (modeVec 1 1)) (aitken 1 r₀ r₁) x₁) := by
  have J0 : ∀ v : Plane, twoModeJ v 0 = v 0 / 2 := fun v => by simp [twoModeJ]
  have J1 : ∀ v : Plane, twoModeJ v 1 = -(v 1) / 2 := fun v => by simp [twoModeJ]
  have b0 : modeVec 1 1 0 = 1 := by simp [modeVec]
  have b1 : modeVec 1 1 1 = 1 := by simp [modeVec]
  -- no single step length removes both components of the residual
  have key : ∀ t : ℝ, ¬ Function.IsFixedPt (scfMap twoModeJ (modeVec 1 1))
      (relax (scfMap twoModeJ (modeVec 1 1)) t x₁) := by
    intro t h
    have h' := (resid_eq_zero_iff _ _).mpr h
    rw [hx₁] at h'
    have h0 := congrArg (fun v : Plane => v 0) h'
    have h1 := congrArg (fun v : Plane => v 1) h'
    simp only [resid, relax, scfMap, PiLp.add_apply, PiLp.sub_apply, PiLp.smul_apply,
      PiLp.zero_apply, smul_eq_mul, J0, J1, b0, b1] at h0 h1
    linarith
  refine ⟨?_, key _⟩
  intro h
  rw [hr₁, hx₁, hr₀] at h
  have h0 := congrArg (fun v : Plane => v 0) h
  simp only [resid, relax, scfMap, PiLp.add_apply, PiLp.sub_apply, PiLp.smul_apply,
    PiLp.zero_apply, smul_eq_mul, J0, b0] at h0
  linarith

end

end AitkenRelaxation
```

```lean
#print axioms AitkenRelaxation.resid_relax_eigen
#print axioms AitkenRelaxation.aitken_restart_fixed_iff
#print axioms AitkenRelaxation.aitken_scalar_delta_sq
#print axioms AitkenRelaxation.aitken_not_exact_two_modes
```

```
'AitkenRelaxation.resid_relax_eigen' depends on axioms: [propext, Classical.choice, Quot.sound]
'AitkenRelaxation.aitken_restart_fixed_iff' depends on axioms: [propext, Classical.choice, Quot.sound]
'AitkenRelaxation.aitken_scalar_delta_sq' depends on axioms: [propext, Classical.choice, Quot.sound]
'AitkenRelaxation.aitken_not_exact_two_modes' depends on axioms: [propext, Classical.choice, Quot.sound]
```
